# In the classical local model, two equal-mass electron layers a positive distance apart have an acoustic plasmon of positive squared frequency, below the optical plasmon

Two parallel electron layers with areal densities `n₁` and `n₂` and the same effective mass m lie a distance `d` apart in a uniform medium of dielectric constant κ, coupled by the Coulomb interaction. In the classical local model, without damping or retardation, their two plasmons at wavenumber `q` have squared frequencies πq(n₁ + n₂ ± S), where S = √((n₁ − n₂)² + 4n₁n₂e^(−2qd)), in Gaussian units with e²/(κm) = 1 (here e is the electron charge). The file takes these formulas as definitions and does not derive them from the layers' response. The theorem `modes_ordered` states that when both densities, the separation and the wavenumber are positive, the acoustic (minus) squared frequency is positive and smaller than the optical (plus) one. The proof shows that S is positive, which separates the two modes, and that S < n₁ + n₂, which keeps the lower one above zero; the second bound comes from comparing squares and needs exp(−qd) < 1.

This version doesn't compile in Lean 4 with Mathlib:

```lean
import Mathlib

open Filter Topology Matrix
open scoped Real

namespace BilayerPlasmon

noncomputable section

/-- The splitting term produced by density mismatch and interlayer Coulomb coupling. -/
def splitting (n₁ n₂ d q : ℝ) : ℝ :=
  Real.sqrt ((n₁ - n₂) ^ 2 + 4 * n₁ * n₂ * Real.exp (-(q * d)) ^ 2)

/-- The squared frequency of the upper (optical) plasmon. -/
def opticalSq (n₁ n₂ d q : ℝ) : ℝ := π * q * (n₁ + n₂ + splitting n₁ n₂ d q)

/-- The squared frequency of the lower (acoustic) plasmon. -/
def acousticSq (n₁ n₂ d q : ℝ) : ℝ := π * q * (n₁ + n₂ - splitting n₁ n₂ d q)

lemma splitting_sq {n₁ n₂ : ℝ} (h₁ : 0 < n₁) (h₂ : 0 < n₂) (d q : ℝ) :
    splitting n₁ n₂ d q ^ 2 =
      (n₁ - n₂) ^ 2 + 4 * n₁ * n₂ * Real.exp (-(q * d)) ^ 2 :=
  Real.sq_sqrt (by positivity)

/-- At positive separation both squared frequencies are positive, and the acoustic plasmon lies
below the optical one. -/
theorem modes_ordered {n₁ n₂ d q : ℝ} (h₁ : 0 < n₁) (h₂ : 0 < n₂) (hd : 0 < d) (hq : 0 < q) :
    0 < acousticSq n₁ n₂ d q ∧ acousticSq n₁ n₂ d q < opticalSq n₁ n₂ d q := by
  have hS : 0 < splitting n₁ n₂ d q := Real.sqrt_pos.2 (by positivity)
  have he : Real.exp (-(q * d)) < 1 := Real.exp_lt_one (neg_lt_zero.2 (mul_pos hq hd))
  have he2 : Real.exp (-(q * d)) ^ 2 < 1 := by nlinarith [Real.exp_pos (-(q * d))]
  have hlt : splitting n₁ n₂ d q < n₁ + n₂ := by
    refine lt_of_pow_lt_pow_left₀ 2 (by positivity) ?_
    rw [splitting_sq h₁ h₂]
    nlinarith [mul_pos (mul_pos h₁ h₂) (sub_pos.2 he2)]
  have hpq : 0 < π * q := mul_pos Real.pi_pos hq
  exact ⟨mul_pos hpq (sub_pos.2 hlt), mul_lt_mul_of_pos_left (by linarith) hpq⟩

end

end BilayerPlasmon
```

Messages:

```
Main.lean:30:39: error(lean.unknownIdentifier): Unknown constant `Real.exp_lt_one`
```

The message says that Lean knows no constant called `Real.exp_lt_one`. The proof calls on that name in the step `he`, to show that the exponential of `-(q * d)` is less than 1, so the step fails on the name alone. The argument handed to it, `neg_lt_zero.2 (mul_pos hq hd)`, is a sound proof that `-(q * d)` is negative, and the repair keeps it.

The diff uses `Real.exp_lt_one_iff` instead, which says that `Real.exp x < 1` holds exactly when `x < 0`. Since this is an equivalence, `.2` is added to take it from right to left, turning the proof that the exponent is negative into the bound that `he` states. Nothing else in the proof changes.

The mended proof, as a diff:

```diff
@@ -28,5 +28,5 @@
     0 < acousticSq n₁ n₂ d q ∧ acousticSq n₁ n₂ d q < opticalSq n₁ n₂ d q := by
   have hS : 0 < splitting n₁ n₂ d q := Real.sqrt_pos.2 (by positivity)
-  have he : Real.exp (-(q * d)) < 1 := Real.exp_lt_one (neg_lt_zero.2 (mul_pos hq hd))
+  have he : Real.exp (-(q * d)) < 1 := Real.exp_lt_one_iff.2 (neg_lt_zero.2 (mul_pos hq hd))
   have he2 : Real.exp (-(q * d)) ^ 2 < 1 := by nlinarith [Real.exp_pos (-(q * d))]
   have hlt : splitting n₁ n₂ d q < n₁ + n₂ := by
```
